# The on-fragment Hartree energy of one electron is least when its charge is shared in proportion to 1/U

Put one electron on two distant fragments, with charge $q$ on the first and $1-q$ on the second. Let $U_i$ be the Coulomb repulsion between two unit charges that both have the electron's shape on fragment $i$. If the electron's repulsion with itself is left in, it contributes the on-fragment energy

$$E(q)=\tfrac12U_1q^2+\tfrac12U_2(1-q)^2 .$$

Setting $E'(q)=0$ gives $U_1q=U_2(1-q)$, so $q=U_2/(U_1+U_2)$, a fraction of an electron. For $U_1=U_2=u$ the energy is $u/4$, against $u/2$ for the electron on one fragment. Squaring the charges rewards division.

In Hartree-Fock theory exchange cancels this self-repulsion for a single electron. Here it is kept in full, in a model without orbital energies, hopping or repulsion between fragments. Within those limits, the result shows how self-interaction error can favour fractional charges on separated fragments.

## Energy, softness and charges

In Lean 4 with Mathlib:

```lean
import Mathlib

open Finset

namespace SpuriousFractionalCharge

noncomputable section

variable {ι : Type*} [Fintype ι] {U : ι → ℝ}
```

The type `ι` is the finite set of fragments, and `U` assigns a real number $U_i$ to each.

```lean
/-- The uncancelled Hartree energy of charges `q` on fragments with self-repulsions `U`. -/
def hartree (U q : ι → ℝ) : ℝ := 1 / 2 * ∑ i, U i * q i ^ 2
```

This is $E[q]=\frac12\sum_iU_iq_i^2$. It is defined for any real $q$, including differences of charge patterns. Charges count electrons, so they are positive where the electron sits.

```lean
/-- The total softness: the sum of the inverse self-repulsions. -/
def softness (U : ι → ℝ) : ℝ := ∑ i, 1 / U i
```

The softness is $S=\sum_i1/U_i$.

```lean
/-- The charge pattern in which each fragment carries its share of the total softness. -/
def spread (U : ι → ℝ) (i : ι) : ℝ := (1 / U i) / softness U
```

The candidate pattern is $s_i=(1/U_i)/S$.

```lean
/-- The charges are nonnegative and add up to one electron. -/
def IsOneElectron (q : ι → ℝ) : Prop := (∀ i, 0 ≤ q i) ∧ ∑ i, q i = 1
```

A distribution of one electron has $q_i\ge0$ and $\sum_iq_i=1$.

```lean
/-- The total softness of repulsive fragments is positive. -/
theorem softness_pos [Nonempty ι] (hU : ∀ i, 0 < U i) : 0 < softness U :=
  Finset.sum_pos (fun i _ => one_div_pos.mpr (hU i)) Finset.univ_nonempty
```

The hypothesis `hU` says that every $U_i>0$: a unit charge of fixed shape on a fragment repels itself. `[Nonempty ι]` means that there is at least one fragment. A nonempty sum of positive terms is positive, so $S>0$.

## Equal potentials and the completed square

```lean
/-- In the spread pattern the potential `U i * q i` is the inverse total softness
on every fragment. -/
theorem potential_spread (hU : ∀ i, 0 < U i) (i : ι) :
    U i * spread U i = 1 / softness U := by
  unfold spread
  rw [← mul_div_assoc, mul_one_div_cancel (hU i).ne']
```

The potential on fragment $i$ is $\partial E/\partial q_i=U_iq_i$. For the spread pattern, $U_is_i=U_i(1/U_i)/S=1/S$, the same everywhere.

```lean
/-- The spread pattern is a distribution of one electron. -/
theorem spread_isOneElectron [Nonempty ι] (hU : ∀ i, 0 < U i) :
    IsOneElectron (spread U) := by
  refine ⟨fun i => (div_pos (one_div_pos.mpr (hU i)) (softness_pos hU)).le, ?_⟩
  unfold spread
  rw [← Finset.sum_div]
  exact div_self (softness_pos hU).ne'
```

Each $s_i$ is positive, and $\sum_is_i=S/S=1$.

```lean
/-- The Hartree energy of any charges summing to one is `1 / (2 * softness U)` plus the
Hartree energy of their deviation from the spread pattern. -/
theorem hartree_eq_add_deviation [Nonempty ι] (hU : ∀ i, 0 < U i) {q : ι → ℝ}
    (hq : ∑ i, q i = 1) :
    hartree U q = 1 / (2 * softness U) + hartree U (q - spread U) := by
  -- complete the square on each fragment
  have key : ∀ i, U i * q i ^ 2 = U i * (q i - spread U i) ^ 2
      + 2 * (1 / softness U) * q i - 1 / softness U * spread U i := by
    intro i
    linear_combination (2 * q i - spread U i) * potential_spread hU i
  -- the linear terms are fixed by the electron number
  have hsum : ∑ i, U i * q i ^ 2
      = ∑ i, U i * (q i - spread U i) ^ 2 + 1 / softness U := by
    rw [Finset.sum_congr rfl (fun i _ => key i), Finset.sum_sub_distrib,
      Finset.sum_add_distrib, ← Finset.mul_sum, ← Finset.mul_sum, hq,
      (spread_isOneElectron hU).2]
    ring
  simp only [hartree, Pi.sub_apply]
  rw [hsum]
  ring
```

For any $q$ with $\sum_iq_i=1$, the theorem states $E[q]=\frac{1}{2S}+E[q-s]$. By hand, expand around $s_i$ and use $U_is_i=1/S$:

$$U_iq_i^2=U_i(q_i-s_i)^2+\frac2Sq_i-\frac1Ss_i .$$

This is `key`, which `linear_combination` obtains by multiplying the potential identity by $2q_i-s_i$. Summing over $i$, the last two terms give $2/S-1/S=1/S$, because both patterns sum to one; this is `hsum`. Halving gives the claim.

```lean
/-- The Hartree energy of a charge pattern `d` vanishes only when all charges vanish. -/
theorem hartree_eq_zero_iff (hU : ∀ i, 0 < U i) (d : ι → ℝ) :
    hartree U d = 0 ↔ d = 0 := by
  constructor
  · intro h
    have hs : ∑ i, U i * d i ^ 2 = 0 := by
      unfold hartree at h
      linarith
    funext i
    have hi := (Finset.sum_eq_zero_iff_of_nonneg
      (fun i _ => mul_nonneg (hU i).le (sq_nonneg (d i)))).mp hs i (Finset.mem_univ i)
    simpa [(hU i).ne'] using hi
  · rintro rfl
    simp [hartree]
```

If $E[d]=0$, then $\sum_iU_id_i^2=0$. All terms are nonnegative, so each vanishes, and $U_i>0$ forces $d_i=0$. The converse is immediate.

## The minimum and its only minimiser

```lean
/-- The least uncancelled Hartree energy of one electron on the fragments is
`1 / (2 * softness U)`, and it is attained only by the spread pattern. -/
theorem hartree_minimum [Nonempty ι] (hU : ∀ i, 0 < U i) :
    IsLeast (hartree U '' {q | IsOneElectron q}) (1 / (2 * softness U)) ∧
    ∀ q, IsOneElectron q → (hartree U q = 1 / (2 * softness U) ↔ q = spread U) := by
  have huniq : ∀ q, IsOneElectron q →
      (hartree U q = 1 / (2 * softness U) ↔ q = spread U) := by
    intro q hq
    rw [hartree_eq_add_deviation hU hq.2, add_eq_left, hartree_eq_zero_iff hU, sub_eq_zero]
  refine ⟨⟨⟨spread U, spread_isOneElectron hU,
    (huniq _ (spread_isOneElectron hU)).mpr rfl⟩, ?_⟩, huniq⟩
  rintro _ ⟨q, hq, rfl⟩
  rw [hartree_eq_add_deviation hU hq.2]
  -- the energy of the deviation is a sum of squares with positive weights
  have hdev : 0 ≤ hartree U (q - spread U) :=
    mul_nonneg (by norm_num)
      (Finset.sum_nonneg (fun i _ => mul_nonneg (hU i).le (sq_nonneg _)))
  linarith
```

The set `hartree U '' {q | IsOneElectron q}` contains all energies reachable by one electron. `IsLeast` says that $1/(2S)$ belongs to this set and is a lower bound for it. The second part says that an allowed $q$ has this energy exactly when $q=s$.

Both follow from the completed square. Since $E[q-s]\ge0$, we have $E[q]\ge1/(2S)$. Equality means $E[q-s]=0$, hence $q=s$. The proof establishes this equivalence first, as `huniq`, and uses it to show that $s$ attains the minimum; `hdev` supplies the lower bound.

```lean
/-- Charges summing to one have the same potential `U i * q i` on all fragments exactly when
they form the spread pattern. -/
theorem equal_potentials_iff [Nonempty ι] (hU : ∀ i, 0 < U i) {q : ι → ℝ}
    (hq : ∑ i, q i = 1) :
    (∀ i j, U i * q i = U j * q j) ↔ q = spread U := by
  constructor
  · intro h
    funext i
    -- express every charge through the common potential, then sum
    have hj : ∀ j, q j = U i * q i * (1 / U j) := by
      intro j
      have hne := (hU j).ne'
      rw [h i j]
      field_simp
    have hs : ∑ j, q j = U i * q i * softness U := by
      rw [softness, Finset.mul_sum]
      exact Finset.sum_congr rfl (fun j _ => hj j)
    apply mul_left_cancel₀ (hU i).ne'
    rw [potential_spread hU, eq_div_iff (softness_pos hU).ne']
    linarith
  · rintro rfl i j
    rw [potential_spread hU, potential_spread hU]
```

Among charges summing to one, equal potentials single out the same pattern. Fix $i$. If all potentials equal $U_iq_i$, then $q_j=U_iq_i/U_j$ for every $j$. Summing over $j$ gives $1=U_iq_iS$, so $U_iq_i=1/S=U_is_i$, and cancelling $U_i$ gives $q_i=s_i$. The converse is the potential identity.

## Fractional charges against a localised electron

```lean
/-- With at least two fragments, every charge of the spread pattern lies strictly between
zero and one. -/
theorem spread_fractional [Nontrivial ι] (hU : ∀ i, 0 < U i) (k : ι) :
    0 < spread U k ∧ spread U k < 1 := by
  have hpos : ∀ i, 0 < spread U i := fun i =>
    div_pos (one_div_pos.mpr (hU i)) (softness_pos hU)
  obtain ⟨j, hj⟩ := exists_ne k
  refine ⟨hpos k, ?_⟩
  rw [← (spread_isOneElectron hU).2]
  exact Finset.single_lt_sum hj (Finset.mem_univ k) (Finset.mem_univ j) (hpos j)
    (fun i _ _ => (hpos i).le)
```

`[Nontrivial ι]` means at least two fragments. Every $s_k$ is positive, and some other fragment $j$ also carries positive charge, so $s_k<\sum_is_i=1$.

```lean
/-- An electron localised on fragment `k` has Hartree energy `U k / 2`, which with at least
two fragments lies strictly above `1 / (2 * softness U)`. -/
theorem localised_above_minimum [Nontrivial ι] [DecidableEq ι] (hU : ∀ i, 0 < U i) (k : ι) :
    hartree U (Pi.single k 1) = U k / 2 ∧ 1 / (2 * softness U) < U k / 2 := by
  constructor
  · unfold hartree
    rw [Finset.sum_eq_single k (fun i _ hi => by simp [hi]) (by simp), Pi.single_eq_same]
    ring
  · have h1 : 1 / (2 * softness U) = (1 / softness U) / 2 := by ring
    rw [h1, ← potential_spread hU k]
    have h2 := mul_lt_mul_of_pos_left (spread_fractional hU k).2 (hU k)
    linarith
```

`Pi.single k 1` puts charge one on fragment $k$ and zero elsewhere. Only one term survives, giving $U_k/2$. Since $1/S=U_ks_k$ and $s_k<1$,

$$\frac1{2S}=\frac{U_ks_k}{2}<\frac{U_k}{2}.$$

```lean
/-- On `M` identical fragments with self-repulsion `u`, the spread pattern puts charge `1 / M`
on each, and the least Hartree energy of one electron is `u / (2 * M)`. -/
theorem identical_fragments [Nonempty ι] {u : ℝ} (hu : 0 < u) :
    (∀ i : ι, spread (fun _ : ι => u) i = 1 / (Fintype.card ι : ℝ)) ∧
    IsLeast (hartree (fun _ : ι => u) '' {q | IsOneElectron q})
      (u / (2 * (Fintype.card ι : ℝ))) := by
  have hS : softness (fun _ : ι => u) = (Fintype.card ι : ℝ) / u := by
    simp [softness, div_eq_mul_inv]
  have hM : (Fintype.card ι : ℝ) ≠ 0 := Nat.cast_ne_zero.mpr Fintype.card_ne_zero
  have hne := hu.ne'
  constructor
  · intro i
    unfold spread
    rw [hS]
    field_simp
  · have h := (hartree_minimum (U := fun _ : ι => u) (fun _ => hu)).1
    have hE : u / (2 * (Fintype.card ι : ℝ)) = 1 / (2 * softness (fun _ : ι => u)) := by
      rw [hS]
      field_simp
    rw [hE]
    exact h

end

end SpuriousFractionalCharge
```

Here `Fintype.card ι` is $M$. For identical fragments $S=M/u$, so each charge is $(1/u)/(M/u)=1/M$ and the minimum is $1/(2S)=u/(2M)$. At $M=1$ the electron stays whole, with energy $u/2$. As $M$ grows at fixed $u$, the minimum falls towards zero: the self-repulsion is diluted away.

```lean
#print axioms SpuriousFractionalCharge.equal_potentials_iff
#print axioms SpuriousFractionalCharge.localised_above_minimum
#print axioms SpuriousFractionalCharge.identical_fragments
```

```
'SpuriousFractionalCharge.equal_potentials_iff' depends on axioms: [propext, Classical.choice, Quot.sound]
'SpuriousFractionalCharge.localised_above_minimum' depends on axioms: [propext, Classical.choice, Quot.sound]
'SpuriousFractionalCharge.identical_fragments' depends on axioms: [propext, Classical.choice, Quot.sound]
```
